# The Pole and Zero of the Maxwell Garnett Permittivity for Lossless Drude Spheres in Vacuum

To place the absorption line and the energy-loss line of a composite of small metal spheres in the Maxwell Garnett model, one finds the frequencies at which its effective permittivity diverges and vanishes. For undamped Drude spheres in vacuum there is exactly one positive frequency of each kind, and both have closed forms. In this lossless, quasi-static model they give reference values for checking an optical-response code.

```lean
import Mathlib

namespace MaxwellGarnettPlasmon

noncomputable section
```

## Spheres, mixture and two frequencies

Let \(w\) be the frequency and \(w_p\) the plasma frequency, in the same units. The metal has the permittivity

\[
\varepsilon(w)=1-\frac{w_p^2}{w^2}.
\]

This is the long-wavelength response of a uniform electron gas without damping. The constant \(w_p\), which stands for the electron density and mass, enters as a real parameter, `wp`.

```lean
/-- The Drude permittivity of a lossless metal with plasma frequency `wp`. -/
def drude (wp w : ℝ) : ℝ := 1 - wp ^ 2 / w ^ 2
```

A small sphere in vacuum responds to a uniform field through the Clausius–Mossotti factor

\[
a=\frac{\varepsilon-1}{\varepsilon+2}.
\]

```lean
/-- The Clausius-Mossotti factor of a small sphere of permittivity `ε` in vacuum. -/
def mossotti (ε : ℝ) : ℝ := (ε - 1) / (ε + 2)
```

If the spheres fill a fraction \(f\) of the volume, the mixing formula gives

\[
\varepsilon_{\mathrm{eff}}=1+\frac{3fa}{1-fa}.
\]

It is taken as a definition and not derived from Maxwell's equations. Damping, retardation and coupling between spheres through multipoles above the dipole are absent. The theorems allow every \(0<f<1\), although equal spheres that do not overlap fill at most about 74% of space and the approximation is meant for dilute mixtures.

```lean
/-- The Maxwell Garnett permittivity of spheres of permittivity `ε` that fill
a fraction `f` of vacuum. -/
def maxwellGarnett (f ε : ℝ) : ℝ :=
  1 + 3 * f * mossotti ε / (1 - f * mossotti ε)
```

The frequency at which the denominator will vanish is

\[
w_T=w_p\sqrt{\frac{1-f}{3}},
\]

```lean
/-- The frequency `wp √((1 - f) / 3)`. -/
def poleFreq (wp f : ℝ) : ℝ := wp * √((1 - f) / 3)
```

and the one at which the permittivity will vanish is

\[
w_L=w_p\sqrt{\frac{1+2f}{3}}.
\]

```lean
/-- The frequency `wp √((1 + 2 f) / 3)`. -/
def zeroFreq (wp f : ℝ) : ℝ := wp * √((1 + 2 * f) / 3)
```

The algebra uses their squares. For \(f\le 1\) the first radicand is nonnegative, so \(w_T^2=w_p^2(1-f)/3\).

```lean
lemma poleFreq_sq (wp : ℝ) {f : ℝ} (hf : f ≤ 1) :
    poleFreq wp f ^ 2 = wp ^ 2 * ((1 - f) / 3) := by
  have h : 0 ≤ (1 - f) / 3 := by linarith
  rw [poleFreq, mul_pow, Real.sq_sqrt h]
```

For \(f\ge 0\), likewise, \(w_L^2=w_p^2(1+2f)/3\).

```lean
lemma zeroFreq_sq (wp : ℝ) {f : ℝ} (hf : 0 ≤ f) :
    zeroFreq wp f ^ 2 = wp ^ 2 * ((1 + 2 * f) / 3) := by
  have h : 0 ≤ (1 + 2 * f) / 3 := by linarith
  rw [zeroFreq, mul_pow, Real.sq_sqrt h]
```

## The response of one sphere

Multiplying the Drude function by \(w^2\ne 0\) removes its fraction:

\[
\varepsilon w^2=w^2-w_p^2.
\]

```lean
lemma drude_mul_sq (wp : ℝ) {w : ℝ} (hw : w ≠ 0) :
    drude wp w * w ^ 2 = w ^ 2 - wp ^ 2 := by
  rw [drude, sub_mul, div_mul_cancel₀ _ (pow_ne_zero 2 hw), one_mul]
```

Adding \(2w^2\) gives \((\varepsilon+2)w^2=3w^2-w_p^2\). The single-sphere resonance \(\varepsilon=-2\) therefore occurs exactly when \(3w^2=w_p^2\).

```lean
/-- The single-sphere resonance condition `ε = -2` holds exactly when `3 w² = wp²`. -/
theorem sphere_resonance_iff (wp : ℝ) {w : ℝ} (hw : w ≠ 0) :
    drude wp w + 2 = 0 ↔ 3 * w ^ 2 = wp ^ 2 := by
  have key := drude_mul_sq wp hw
  constructor
  · intro h
    linear_combination w ^ 2 * h - key
  · intro h
    have h0 : (drude wp w + 2) * w ^ 2 = 0 := by linear_combination key + h
    exact (mul_eq_zero.1 h0).resolve_right (pow_ne_zero 2 hw)
```

Away from that resonance, \(a(\varepsilon+2)=\varepsilon-1\). Multiplying by \(w^2\) and using the two products above,

\[
a(3w^2-w_p^2)=-w_p^2.
\]

```lean
/-- Away from the single-sphere resonance, the Clausius-Mossotti factor of a Drude
sphere times `3 w² - wp²` equals `-wp²`. -/
theorem mossotti_drude {wp w : ℝ} (hw : w ≠ 0) (hres : drude wp w + 2 ≠ 0) :
    mossotti (drude wp w) * (3 * w ^ 2 - wp ^ 2) = -wp ^ 2 := by
  have key := drude_mul_sq wp hw
  have h1 : mossotti (drude wp w) * (drude wp w + 2) = drude wp w - 1 := by
    rw [mossotti, div_mul_cancel₀ _ hres]
  linear_combination w ^ 2 * h1 + (1 - mossotti (drude wp w)) * key
```

The last line of this proof shows the tactic that carries the algebra, `linear_combination`. It is given known equations with coefficients, and it checks that the goal's left side minus its right side equals the same combination of the equations' differences. Here `h1` is \(a(\varepsilon+2)=\varepsilon-1\) and `key` is the Drude product, so the check is the polynomial identity

\[
\begin{aligned}
a(3w^2-w_p^2)+w_p^2={}&w^2\bigl[a(\varepsilon+2)-(\varepsilon-1)\bigr]\\
&+(1-a)\bigl[\varepsilon w^2-(w^2-w_p^2)\bigr].
\end{aligned}
\]

Both brackets are zero by hypothesis. The tactic does not search for the coefficients \(w^2\) and \(1-a\); they are supplied, and ring arithmetic confirms them. Divisions are cleared beforehand, with the nonzero denominators as hypotheses.

## From one sphere to a Lorentz oscillator

Multiply the denominator of the mixing formula by \(3w^2-w_p^2\) and insert the sphere's response:

\[
(1-fa)(3w^2-w_p^2)=3w^2-w_p^2+fw_p^2=3(w^2-w_T^2).
\]

```lean
lemma denominator_mul {wp f w : ℝ} (hf : f ≤ 1) (hw : w ≠ 0)
    (hres : drude wp w + 2 ≠ 0) :
    (1 - f * mossotti (drude wp w)) * (3 * w ^ 2 - wp ^ 2)
      = 3 * (w ^ 2 - poleFreq wp f ^ 2) := by
  rw [poleFreq_sq wp hf]
  linear_combination (-f) * mossotti_drude hw hres
```

Where \(1-fa\ne 0\), the mixing formula also gives

\[
\varepsilon_{\mathrm{eff}}(1-fa)=1-fa+3fa=1+2fa.
\]

Multiplication by \((3w^2-w_p^2)/3\) turns the left side into \(\varepsilon_{\mathrm{eff}}(w^2-w_T^2)\) and the right side into \((3w^2-w_p^2-2fw_p^2)/3\). Hence

\[
\varepsilon_{\mathrm{eff}}(w^2-w_T^2)=w^2-w_L^2.
\]

In the code `hM` is the cleared mixing formula and `hA` the sphere's response.

```lean
/-- Where both denominators, `ε + 2` and that of the mixing formula, are nonzero, the composite
permittivity has the form of a single Lorentz oscillator: multiplied by `w² - poleFreq²` it equals
`w² - zeroFreq²`. -/
theorem lorentz_form {wp f w : ℝ} (hf0 : 0 ≤ f) (hf1 : f ≤ 1) (hw : w ≠ 0)
    (hres : drude wp w + 2 ≠ 0) (hden : 1 - f * mossotti (drude wp w) ≠ 0) :
    maxwellGarnett f (drude wp w) * (w ^ 2 - poleFreq wp f ^ 2)
      = w ^ 2 - zeroFreq wp f ^ 2 := by
  have hA := mossotti_drude hw hres
  -- clear the denominator of the mixing formula
  have hM : maxwellGarnett f (drude wp w) * (1 - f * mossotti (drude wp w))
      = 1 + 2 * f * mossotti (drude wp w) := by
    rw [maxwellGarnett, add_mul, div_mul_cancel₀ _ hden]
    ring
  rw [poleFreq_sq wp hf1, zeroFreq_sq wp hf0]
  linear_combination (3 * w ^ 2 - wp ^ 2) / 3 * hM
    + (maxwellGarnett f (drude wp w) * f + 2 * f) / 3 * hA
```

## Shifts in opposite directions

For \(w_p>0\) and \(0<f<1\),

\[
0<\frac{1-f}{3}<\frac13<\frac{1+2f}{3}<1.
\]

Multiplying by \(w_p^2\) and taking positive roots gives

\[
0<w_T<\frac{w_p}{\sqrt3}<w_L<w_p.
\]

The pole lies below the single-sphere resonance and the zero above it. The proof compares squares, using `lt_of_pow_lt_pow_left₀` to return to the frequencies.

```lean
/-- The pole frequency lies below the single-sphere resonance `wp / √3`, and the zero
frequency lies between that resonance and the bulk plasma frequency. -/
theorem frequency_order {wp f : ℝ} (hwp : 0 < wp) (hf0 : 0 < f) (hf1 : f < 1) :
    0 < poleFreq wp f ∧ poleFreq wp f < wp / √3 ∧
      wp / √3 < zeroFreq wp f ∧ zeroFreq wp f < wp := by
  have hs : (wp / √3) ^ 2 = wp ^ 2 / 3 := by
    rw [div_pow, Real.sq_sqrt (by norm_num)]
  have hp : 0 < f * wp ^ 2 := by positivity
  have hq : 0 < (1 - f) * wp ^ 2 := mul_pos (by linarith) (by positivity)
  have hz : 0 ≤ zeroFreq wp f := mul_nonneg hwp.le (Real.sqrt_nonneg _)
  refine ⟨mul_pos hwp (Real.sqrt_pos.2 (by linarith)), ?_, ?_, ?_⟩
  · apply lt_of_pow_lt_pow_left₀ 2 (by positivity)
    rw [hs, poleFreq_sq wp hf1.le]
    nlinarith
  · apply lt_of_pow_lt_pow_left₀ 2 hz
    rw [hs, zeroFreq_sq wp hf0.le]
    nlinarith
  · apply lt_of_pow_lt_pow_left₀ 2 hwp.le
    rw [zeroFreq_sq wp hf0.le]
    nlinarith
```

Subtracting the squares, and adding them with weight two on the pole, gives

\[
w_L^2-w_T^2=fw_p^2,\qquad w_L^2+2w_T^2=w_p^2.
\]

```lean
/-- The squared frequencies differ by `f wp²`, and the squared zero frequency plus twice
the squared pole frequency is `wp²`. -/
theorem sum_rules (wp : ℝ) {f : ℝ} (hf0 : 0 ≤ f) (hf1 : f ≤ 1) :
    zeroFreq wp f ^ 2 - poleFreq wp f ^ 2 = f * wp ^ 2 ∧
      zeroFreq wp f ^ 2 + 2 * poleFreq wp f ^ 2 = wp ^ 2 := by
  rw [poleFreq_sq wp hf1, zeroFreq_sq wp hf0]
  constructor <;> ring
```

## Exactly one pole and one zero

The main theorem is a pair of set equalities. The first set contains the positive \(w\) with \(\varepsilon+2\ne0\) and \(1-fa=0\); the second contains those with \(\varepsilon+2\ne0\), \(1-fa\ne0\) and \(\varepsilon_{\mathrm{eff}}=0\). Each equals a set with one element, which states that the frequency exists and that no other does. The nonvanishing conditions keep out values that Lean assigns to division by zero.

Suppose \(w\) is in the first set. The denominator identity gives \(w^2=w_T^2\), and positivity gives \(w=w_T\). Conversely, at \(w_T\) we have \(3w_T^2-w_p^2=-fw_p^2\ne0\), so the sphere is off resonance and the same identity forces \(1-fa=0\). The numerator \(3fa\) then equals \(3\), so this is a true divergence of the formula.

Suppose \(w\) is in the second set. The Lorentz form gives \(w^2=w_L^2\), so \(w=w_L\). Conversely, \(3w_L^2-w_p^2=2fw_p^2\ne0\) puts \(w_L\) off resonance. If \(1-fa\) vanished there, the denominator identity would give \(w_L^2=w_T^2\), against the difference \(fw_p^2>0\). The Lorentz form now reads \(\varepsilon_{\mathrm{eff}}\,fw_p^2=0\), so \(\varepsilon_{\mathrm{eff}}=0\).

In Lean, `ext w` reduces each set equality to these two directions, and `pow_left_inj₀` passes from equal squares to equal frequencies.

```lean
/-- Among positive frequencies away from the single-sphere resonance, the Maxwell Garnett
denominator vanishes exactly at `wp √((1 - f) / 3)`. Among those where this denominator is nonzero,
the composite permittivity vanishes exactly at `wp √((1 + 2 f) / 3)`. -/
theorem maxwellGarnett_pole_and_zero {wp f : ℝ} (hwp : 0 < wp) (hf0 : 0 < f)
    (hf1 : f < 1) :
    {w : ℝ | 0 < w ∧ drude wp w + 2 ≠ 0 ∧ 1 - f * mossotti (drude wp w) = 0}
      = {wp * √((1 - f) / 3)} ∧
    {w : ℝ | 0 < w ∧ drude wp w + 2 ≠ 0 ∧ 1 - f * mossotti (drude wp w) ≠ 0 ∧
        maxwellGarnett f (drude wp w) = 0}
      = {wp * √((1 + 2 * f) / 3)} := by
  change _ = {poleFreq wp f} ∧ _ = {zeroFreq wp f}
  obtain ⟨hT, hTs, hsL, -⟩ := frequency_order hwp hf0 hf1
  have hL : 0 < zeroFreq wp f := by linarith
  have hp : 0 < f * wp ^ 2 := by positivity
  have hT2 := poleFreq_sq wp hf1.le
  have hL2 := zeroFreq_sq wp hf0.le
  constructor
  · ext w
    simp only [Set.mem_ofPred_eq, Set.mem_singleton_iff]
    constructor
    · rintro ⟨hw, hres, hden⟩
      have h := denominator_mul hf1.le hw.ne' hres
      rw [hden, zero_mul] at h
      exact (pow_left_inj₀ hw.le hT.le two_ne_zero).1 (by linarith)
    · rintro rfl
      -- the pole is distinct from the single-sphere resonance
      have hne : 3 * poleFreq wp f ^ 2 - wp ^ 2 ≠ 0 := by
        intro h
        nlinarith
      have hres : drude wp (poleFreq wp f) + 2 ≠ 0 := fun h =>
        hne (sub_eq_zero.2 ((sphere_resonance_iff wp hT.ne').1 h))
      have h := denominator_mul hf1.le hT.ne' hres
      rw [sub_self, mul_zero] at h
      exact ⟨hT, hres, (mul_eq_zero.1 h).resolve_right hne⟩
  · ext w
    simp only [Set.mem_ofPred_eq, Set.mem_singleton_iff]
    constructor
    · rintro ⟨hw, hres, hden, hzero⟩
      have h := lorentz_form hf0.le hf1.le hw.ne' hres hden
      rw [hzero, zero_mul] at h
      exact (pow_left_inj₀ hw.le hL.le two_ne_zero).1 (by linarith)
    · rintro rfl
      have hres : drude wp (zeroFreq wp f) + 2 ≠ 0 := by
        intro h
        have h3 := (sphere_resonance_iff wp hL.ne').1 h
        nlinarith
      have hne : zeroFreq wp f ^ 2 - poleFreq wp f ^ 2 ≠ 0 := by
        rw [(sum_rules wp hf0.le hf1.le).1]
        exact hp.ne'
      have hden : 1 - f * mossotti (drude wp (zeroFreq wp f)) ≠ 0 := by
        intro h0
        have h := denominator_mul hf1.le hL.ne' hres
        rw [h0, zero_mul] at h
        exact hne (by linarith)
      have h := lorentz_form hf0.le hf1.le hL.ne' hres hden
      rw [sub_self] at h
      exact ⟨hL, hres, hden, (mul_eq_zero.1 h).resolve_right hne⟩
```

## The band of negative permittivity

The Lorentz form also fixes the sign. Between \(w_T\) and \(w_L\), the denominator identity gives \(1-fa\ne0\), because \(w^2\ne w_T^2\), so the Lorentz form applies. There the factor \(w^2-w_T^2\) is positive and the right side negative, so \(\varepsilon_{\mathrm{eff}}<0\). Conversely, let \(\varepsilon_{\mathrm{eff}}<0\). If \(w\le w_T\), the left side would be nonnegative while \(w^2-w_L^2<0\), a contradiction. So \(w>w_T\), the left side is negative, and \(w<w_L\).

The hypothesis `hres` excludes \(w_p/\sqrt3\), which lies inside the band and where \(a\) is undefined. The gap is harmless physically, since \(\varepsilon_{\mathrm{eff}}\) tends to \(-2\) there, a limit that the theorem does not address.

```lean
/-- Away from the single-sphere resonance, the composite permittivity is defined and
negative exactly at frequencies strictly between its pole and its zero. -/
theorem negative_band {wp f w : ℝ} (hwp : 0 < wp) (hf0 : 0 < f) (hf1 : f < 1)
    (hw : 0 < w) (hres : drude wp w + 2 ≠ 0) :
    (1 - f * mossotti (drude wp w) ≠ 0 ∧ maxwellGarnett f (drude wp w) < 0) ↔
      poleFreq wp f < w ∧ w < zeroFreq wp f := by
  obtain ⟨hT, hTs, hsL, -⟩ := frequency_order hwp hf0 hf1
  have hL : 0 < zeroFreq wp f := by linarith
  constructor
  · rintro ⟨hden, hneg⟩
    have h := lorentz_form hf0.le hf1.le hw.ne' hres hden
    have h1 : poleFreq wp f < w := by
      by_contra hc
      have hle : w ≤ poleFreq wp f := not_lt.1 hc
      have h2 : w ^ 2 ≤ poleFreq wp f ^ 2 := pow_le_pow_left₀ hw.le hle 2
      have h3 : w ^ 2 < zeroFreq wp f ^ 2 :=
        pow_lt_pow_left₀ (by linarith) hw.le two_ne_zero
      have h4 := mul_nonneg_of_nonpos_of_nonpos hneg.le (sub_nonpos.2 h2)
      linarith
    have h2 : poleFreq wp f ^ 2 < w ^ 2 := pow_lt_pow_left₀ h1 hT.le two_ne_zero
    have h3 := mul_neg_of_neg_of_pos hneg (sub_pos.2 h2)
    exact ⟨h1, lt_of_pow_lt_pow_left₀ 2 hL.le (by linarith)⟩
  · rintro ⟨h1, h2⟩
    have h3 : poleFreq wp f ^ 2 < w ^ 2 := pow_lt_pow_left₀ h1 hT.le two_ne_zero
    have h4 : w ^ 2 < zeroFreq wp f ^ 2 := pow_lt_pow_left₀ h2 hw.le two_ne_zero
    have hden : 1 - f * mossotti (drude wp w) ≠ 0 := by
      intro h0
      have h := denominator_mul hf1.le hw.ne' hres
      rw [h0, zero_mul] at h
      linarith
    refine ⟨hden, ?_⟩
    have h := lorentz_form hf0.le hf1.le hw.ne' hres hden
    by_contra hc
    have h5 := mul_nonneg (not_lt.1 hc) (sub_pos.2 h3).le
    linarith

end

end MaxwellGarnettPlasmon
```

```lean
#print axioms MaxwellGarnettPlasmon.maxwellGarnett_pole_and_zero
#print axioms MaxwellGarnettPlasmon.negative_band
```

```
'MaxwellGarnettPlasmon.maxwellGarnett_pole_and_zero' depends on axioms: [propext, Classical.choice, Quot.sound]
'MaxwellGarnettPlasmon.negative_band' depends on axioms: [propext, Classical.choice, Quot.sound]
```
